# Orthonormal orbitals spanning an invariant subspace of a Hermitian Hamiltonian matrix can be rotated unitarily into eigenvectors

Let `H` be a fixed, finite Hermitian complex matrix, and let the columns of `C` be orthonormal orbitals satisfying `H * C = C * L`, so that `H` maps their span into itself. The theorem `exists_canonical_orbitals` states that some unitary `U` mixes these orbitals into new ones, the columns of `C * U`, which are still orthonormal and are eigenvectors of `H` with real energies `ε i`. The proof first shows that the multiplier matrix `L` is Hermitian, then takes for `U` the unitary matrix of its eigenvectors, and finally carries the relation `L * U = U * diagonal ε` over to `H`. The attempt checks that relation entry by entry, using Mathlib's eigenvector equation for `L`.

As first written in Lean, the proof fails:

```lean
import Mathlib

open Matrix

namespace ExistsCanonicalOrbitals

variable {n m : Type*} [Fintype n] [Fintype m]

/-- For orthonormal orbitals with `H C = C L`, the multipliers are the matrix elements of `H`
between the orbitals. -/
theorem multiplier_eq [DecidableEq m] {H : Matrix n n ℂ} {C : Matrix n m ℂ}
    {L : Matrix m m ℂ} (hC : Cᴴ * C = 1) (hs : H * C = C * L) : L = Cᴴ * H * C := by
  rw [Matrix.mul_assoc, hs, ← Matrix.mul_assoc, hC, Matrix.one_mul]

/-- For Hermitian `H` and orthonormal orbitals with `H C = C L`, the multiplier matrix is
Hermitian. -/
theorem multiplier_isHermitian [DecidableEq m] {H : Matrix n n ℂ} {C : Matrix n m ℂ}
    {L : Matrix m m ℂ} (hH : H.IsHermitian) (hC : Cᴴ * C = 1) (hs : H * C = C * L) :
    L.IsHermitian := by
  rw [multiplier_eq hC hs]
  exact Matrix.isHermitian_conjTranspose_mul_mul C hH

/-- Canonical orbitals: for Hermitian `H` and orthonormal orbitals with `H C = C L`, a unitary
rotation `U` among the orbitals makes them orthonormal eigenvectors of `H` with real energies. -/
theorem exists_canonical_orbitals [DecidableEq m] {H : Matrix n n ℂ} {C : Matrix n m ℂ}
    {L : Matrix m m ℂ} (hH : H.IsHermitian) (hC : Cᴴ * C = 1) (hs : H * C = C * L) :
    ∃ U ∈ Matrix.unitaryGroup m ℂ, ∃ ε : m → ℝ, (C * U)ᴴ * (C * U) = 1 ∧
      H * (C * U) = (C * U) * Matrix.diagonal (fun i => (ε i : ℂ)) := by
  have hL := multiplier_isHermitian hH hC hs
  -- the columns of `U` are orthonormal eigenvectors of the multiplier matrix
  obtain ⟨U, hU, ε, hd⟩ : ∃ U ∈ Matrix.unitaryGroup m ℂ, ∃ ε : m → ℝ,
      L * U = U * Matrix.diagonal (fun i => (ε i : ℂ)) := by
    refine ⟨hL.eigenvectorUnitary, hL.eigenvectorUnitary.2, hL.eigenvalues, ?_⟩
    ext i j
    have h := congrFun (hL.mulVec_eigenvectorBasis j) i
    simpa [Matrix.mul_apply, Matrix.mul_diagonal, Matrix.mulVec, dotProduct, mul_comm] using h
  have hUU : Uᴴ * U = 1 := Matrix.mem_unitaryGroup_iff'.1 hU
  refine ⟨U, hU, ε, ?_, ?_⟩
  · calc (C * U)ᴴ * (C * U) = Uᴴ * ((Cᴴ * C) * U) := by
          rw [Matrix.conjTranspose_mul]; simp only [Matrix.mul_assoc]
      _ = 1 := by rw [hC, Matrix.one_mul, hUU]
  · rw [← Matrix.mul_assoc, hs, Matrix.mul_assoc, hd, ← Matrix.mul_assoc]

end ExistsCanonicalOrbitals
```

Messages:

```
Main.lean:36:4: error: Type mismatch: After simplification, term
  h
 has type
  ∑ x, L i x * (hL.eigenvectorBasis j).ofLp x = ↑(hL.eigenvalues j) * (hL.eigenvectorBasis j).ofLp i
but is expected to have type
  ∑ j_1, L i j_1 * (hL.eigenvectorBasis j).ofLp j_1 =
    ∑ j_1, (hL.eigenvectorBasis j_1).ofLp i * diagonal (fun i => ↑(hL.eigenvalues i)) j_1 j
```

What went wrong. The error is in the entrywise check of `L * U = U * diagonal ε`. In the message the left sides of `h` and the goal agree, apart from the name of the summation variable. On the right, `h` has a single product, eigenvalue times eigenvector component, while the goal still has a sum over the entries of a diagonal matrix.

That sum comes from `Matrix.mul_apply`, which expands an entry of any matrix product. The `simpa` call was also given `Matrix.mul_diagonal`, which rewrites `(M * diagonal d) i j` as `M i j * d j`, but `Matrix.mul_apply` got to the right-hand product first. After that there was no matrix product left for `Matrix.mul_diagonal` to match, and `simpa` did not collapse the sum by other means.

The repair runs `rw [Matrix.mul_diagonal]` first, while the product is intact, so the right side becomes a single term. `simpa` then expands the left side, and `mul_comm` takes care of the order of the factors. Dropping `Matrix.mul_diagonal` from the `simpa` list is mere tidying, as it has nothing left to do there.

This version goes through:

```diff
@@ -34,5 +34,6 @@
     ext i j
     have h := congrFun (hL.mulVec_eigenvectorBasis j) i
-    simpa [Matrix.mul_apply, Matrix.mul_diagonal, Matrix.mulVec, dotProduct, mul_comm] using h
+    rw [Matrix.mul_diagonal]
+    simpa [Matrix.mul_apply, Matrix.mulVec, dotProduct, mul_comm] using h
   have hUU : Uᴴ * U = 1 := Matrix.mem_unitaryGroup_iff'.1 hU
   refine ⟨U, hU, ε, ?_, ?_⟩
```
